# The attractive delta well of unit strength has polarizability 5/4 in atomic units, from a closed-form Sternheimer solution

An electron in the attractive well $-\delta(x)$ has the ground state $\psi_0=e^{-|x|}$. Its first-order response to the potential $x$ is $\psi_1=-\tfrac{x}{2}(1+|x|)e^{-|x|}$, and the polarizability $-2\int x\psi_0\psi_1\,dx$ is $5/4$. I can check the equation $-\tfrac12\psi_1''+\tfrac12\psi_1=-x\psi_0$ for $x\neq0$, but the delta potential is absent there. I could add a multiple of $e^{-|x|}$ on the left and a different one on the right, and the equation would still hold. The well also has only one bound state, so a sum over excited states would be an integral over the continuum. What fixes $\psi_1$, and does $5/4$ include the continuum?

## The well enters through the slope at the origin

Continuity at the origin, decay and orthogonality to $\psi_0$ select your $\psi_1$. The delta potential sets a further condition, on the jump of the slope at the origin, and this $\psi_1$ meets it. The continuum is included, because the Sternheimer equation is solved directly in $x$ and nothing is expanded in excited states.

Take a general strength $k>0$, with $\hbar=m=1$ and unit charge:

$$H_0=-\tfrac12\frac{d^2}{dx^2}-k\,\delta(x),\qquad \psi_0=\sqrt k\,e^{-k|x|},\qquad E_0=-\tfrac{k^2}{2}.$$

Integrating $(H_0-E)\psi=s$ over a vanishing interval around the origin, for a bounded source $s$, gives

$$\psi'(0^+)-\psi'(0^-)=-2k\,\psi(0).$$

The ground state has slopes $\pm k\psi_0$ on the left and right, so its jump is $-2k\psi_0(0)$, as required. Its norm is $k\int e^{-2k|x|}dx=1$.

Now add the potential $Fx$, where $F$ is the field strength. The first-order energy $E_1=\int x\psi_0^2\,dx$ vanishes by parity, so the first-order equation is

$$(H_0-E_0)\psi_1=-(x-E_1)\psi_0=-x\psi_0 .$$

For $x>0$ write $\psi_1=p(x)e^{-kx}$. Then $-\tfrac12p''+kp'=-\sqrt k\,x$. With $p=ax+bx^2$ this reads $(ka-b)+2kb\,x=-\sqrt k\,x$, hence $b=-\sqrt k/(2k)$ and $a=b/k$. The odd extension to the whole line is

$$\psi_1=-\frac{\sqrt k}{2k^2}\,x(1+k|x|)e^{-k|x|},\qquad
\psi_1'=-\frac{\sqrt k}{2k^2}(1+k|x|-k^2x^2)e^{-k|x|}.$$

Away from the origin, a second differentiation gives

$$\psi_1''=\frac{\sqrt k}{2k^2}\left(3k^2x-k^3x|x|\right)e^{-k|x|},$$

and substitution returns $-x\psi_0$. Since $\psi_1(0)=0$, the required jump is zero, which agrees with the continuous slope.

Your added terms are $c_\pm e^{-k|x|}$ on the two sides. Continuity forces $c_+=c_-$. What remains is a multiple of $\psi_0$, which the jump condition allows and orthogonality removes.

For the polarizability, use $\int|x|^ne^{-c|x|}dx=2\,n!/c^{n+1}$ with $c=2k$:

$$-2\int x\psi_0\psi_1\,dx=\frac1k\int(x^2+k|x|^3)e^{-2k|x|}dx
=\frac1k\left(\frac1{2k^3}+\frac3{4k^3}\right)=\frac5{4k^4}.$$

At $k=1$ this is $5/4$.

## The delta potential as a jump condition in Lean

The functions $\psi_0$, $\psi_1$ and $\psi_1'$ are `groundState k`, `response k` and `responseSlope k`. The letter `k` is both the well strength and the decay rate, which coincide in these units; textbooks often write $\kappa$ for the latter.

`SolvesDeltaWell k E s ψ` expresses $(H_0-E)\psi=s$. It asks that `ψ` be continuous, that functions `d` and `d₂` be its first and second derivatives away from the origin and satisfy the differential equation there, and that the one-sided limits `l` and `r` of `d` at the origin obey `r - l = -2 * k * ψ 0`. It imposes neither decay nor orthogonality.

For every `k > 0`, the theorems state the following:

- `groundState_solves`: $\psi_0$ is normalised and solves the equation with zero source at energy $-k^2/2$.
- `response_solves`: $\psi_1$ is odd, continuously differentiable and zero at the origin, and solves the equation with source $-x\psi_0$. Your unit well is the case $k=1$.
- `first_order_energy_and_overlap`: $\int x\psi_0^2\,dx$ and $\int\psi_0\psi_1\,dx$ vanish, with integrable integrands.
- `polarizability_eq`: `polarizability k`, defined as $-2\int x\psi_0\psi_1\,dx$, equals $5/(4k^4)$.

`unit_well_polarizability` writes out the last result at $k=1$ with your explicit functions.

The selection of $\psi_1$ among all solutions is argued above but is not a theorem in the code. The step from the model to a real electron in a field is the reading of $-2\int x\psi_0\psi_1\,dx$ as the coefficient $\alpha$ in $E(F)\approx E_0-\tfrac12\alpha F^2$. This is a perturbative reading: on the infinite line, a nonzero field turns the bound state into a resonance.

```lean
import Mathlib

open MeasureTheory Filter Topology

namespace DeltaWellSternheimer

noncomputable section

/-- The bound state `√k exp(-k|x|)` of an attractive delta well of strength `k > 0`. -/
def groundState (k x : ℝ) : ℝ := √k * Real.exp (-(k * |x|))

/-- The first-order response of the bound state to the perturbation `x`, for `k > 0`. -/
def response (k x : ℝ) : ℝ :=
  -(√k / (2 * k ^ 2)) * (x * (1 + k * |x|)) * Real.exp (-(k * |x|))

/-- The slope of the first-order response, for `k > 0`. -/
def responseSlope (k x : ℝ) : ℝ :=
  -(√k / (2 * k ^ 2)) * (1 + k * |x| - k ^ 2 * x ^ 2) * Real.exp (-(k * |x|))

/-- `ψ` solves `(H - E) ψ = s` for `H = -(1/2) d²/dx² - k δ(x)`: it is continuous, obeys the
differential equation away from the origin, and its slope jumps by `-2 k ψ(0)` there. -/
def SolvesDeltaWell (k E : ℝ) (s ψ : ℝ → ℝ) : Prop :=
  Continuous ψ ∧ ∃ d d₂ : ℝ → ℝ,
    (∀ x ≠ 0, HasDerivAt ψ (d x) x ∧ HasDerivAt d (d₂ x) x ∧
      -(d₂ x) / 2 - E * ψ x = s x) ∧
    ∃ l r : ℝ, Tendsto d (𝓝[<] 0) (𝓝 l) ∧ Tendsto d (𝓝[>] 0) (𝓝 r) ∧
      r - l = -2 * k * ψ 0

/-- The static polarizability `-2 ∫ x ψ₀ ψ₁ dx` of the delta well, for `k > 0`. -/
def polarizability (k : ℝ) : ℝ := -2 * ∫ x : ℝ, x * groundState k x * response k x

/-- The absolute moments of a two-sided exponential with decay rate `c > 0` exist and equal
`2 n! / c^(n+1)`. -/
theorem abs_moment {c : ℝ} (hc : 0 < c) (n : ℕ) :
    Integrable (fun x : ℝ => |x| ^ n * Real.exp (-(c * |x|))) ∧
    ∫ x : ℝ, |x| ^ n * Real.exp (-(c * |x|)) = 2 * (n.factorial : ℝ) / c ^ (n + 1) := by
  -- the half-line integral is a Gamma function
  have h := Real.integral_rpow_mul_exp_neg_mul_Ioi (a := (n : ℝ) + 1) (r := c)
    (by positivity) hc
  rw [Real.Gamma_nat_eq_factorial] at h
  simp only [add_sub_cancel_right, Real.rpow_natCast] at h
  rw [← Nat.cast_succ (R := ℝ) n, Real.rpow_natCast] at h
  have hv : ∫ x : ℝ, |x| ^ n * Real.exp (-(c * |x|))
      = 2 * (n.factorial : ℝ) / c ^ (n + 1) := by
    refine Eq.trans (integral_comp_abs (f := fun t => t ^ n * Real.exp (-(c * t)))) ?_
    rw [h, one_div, inv_pow, Nat.succ_eq_add_one n]
    ring
  refine ⟨?_, hv⟩
  by_contra hn
  rw [integral_undef hn] at hv
  have : 0 < 2 * (n.factorial : ℝ) / c ^ (n + 1) := by positivity
  linarith

/-- For decay rate `c > 0`, the odd function `x |x|^n exp(-c|x|)` is integrable and its integral
vanishes. -/
theorem odd_moment {c : ℝ} (hc : 0 < c) (n : ℕ) :
    Integrable (fun x : ℝ => x * |x| ^ n * Real.exp (-(c * |x|))) ∧
    ∫ x : ℝ, x * |x| ^ n * Real.exp (-(c * |x|)) = 0 := by
  constructor
  · refine (abs_moment hc (n + 1)).1.mono'
      (Continuous.aestronglyMeasurable (by fun_prop)) (ae_of_all _ fun x => ?_)
    rw [Real.norm_eq_abs, abs_mul, abs_mul, abs_pow, abs_abs, Real.abs_exp]
    exact le_of_eq (by ring)
  · -- reflection changes the sign of the integral
    have h := integral_neg_eq_self
      (fun x : ℝ => x * |x| ^ n * Real.exp (-(c * |x|))) volume
    simp only [abs_neg, neg_mul, integral_neg] at h
    linarith

/-- For `k > 0`, the density `ψ₀²` and the transition density `ψ₀ ψ₁` in closed form. -/
theorem densities {k : ℝ} (hk : 0 < k) (x : ℝ) :
    groundState k x ^ 2 = k * Real.exp (-(2 * k * |x|)) ∧
    groundState k x * response k x =
      -(1 / (2 * k)) * (x * (1 + k * |x|)) * Real.exp (-(2 * k * |x|)) := by
  have he : Real.exp (-(2 * k * |x|)) = Real.exp (-(k * |x|)) ^ 2 := by
    rw [sq, ← Real.exp_add]
    congr 1
    ring
  have hs : √k * (√k / (2 * k ^ 2)) = 1 / (2 * k) := by
    rw [← mul_div_assoc, Real.mul_self_sqrt hk.le]
    field_simp
  rw [he]
  unfold groundState response
  constructor
  · rw [mul_pow, Real.sq_sqrt hk.le]
  · linear_combination (-(x * (1 + k * |x|) * Real.exp (-(k * |x|)) ^ 2)) * hs

/-- Away from the origin `|x|` has slope `1` on the right and `-1` on the left. -/
theorem abs_slope {x : ℝ} (hx : x ≠ 0) : ∃ s : ℝ, HasDerivAt (fun y : ℝ => |y|) s x ∧
    (s = 1 ∧ |x| = x ∨ s = -1 ∧ |x| = -x) := by
  rcases lt_or_gt_of_ne hx with h | h
  · exact ⟨-1, hasDerivAt_abs_neg h, Or.inr ⟨rfl, abs_of_neg h⟩⟩
  · exact ⟨1, hasDerivAt_abs_pos h, Or.inl ⟨rfl, abs_of_pos h⟩⟩

/-- For `k > 0`, the bound state is normalised and solves the delta-well Schrödinger equation
with energy `-k²/2`. -/
theorem groundState_solves {k : ℝ} (hk : 0 < k) :
    SolvesDeltaWell k (-k ^ 2 / 2) (fun _ => 0) (groundState k) ∧
    ∫ x : ℝ, groundState k x ^ 2 = 1 := by
  have hc : Continuous (groundState k) := by unfold groundState; fun_prop
  have hn : ∀ y < 0, HasDerivAt (groundState k) (k * groundState k y) y := fun y hy =>
    ((((hasDerivAt_abs_neg hy).const_mul k).fun_neg.exp).const_mul (√k)).congr_deriv
      (by unfold groundState; ring)
  have hp : ∀ y > 0, HasDerivAt (groundState k) (-k * groundState k y) y := fun y hy =>
    ((((hasDerivAt_abs_pos hy).const_mul k).fun_neg.exp).const_mul (√k)).congr_deriv
      (by unfold groundState; ring)
  have lim : ∀ (a : ℝ) (s : Set ℝ), Tendsto (fun x => a * groundState k x) (𝓝[s] 0)
      (𝓝 (a * groundState k 0)) := fun a s =>
    ((continuous_const.mul hc).tendsto 0).mono_left nhdsWithin_le_nhds
  refine ⟨⟨hc, fun x => if x < 0 then k * groundState k x else -k * groundState k x,
    fun x => k ^ 2 * groundState k x, fun x hx => ?_,
    k * groundState k 0, -k * groundState k 0, ?_, ?_, by ring⟩, ?_⟩
  · rcases lt_or_gt_of_ne hx with h | h
    · refine ⟨(hn x h).congr_deriv (if_pos h).symm, ?_, by ring⟩
      refine (((hn x h).const_mul k).congr_deriv (by ring)).congr_of_eventuallyEq ?_
      filter_upwards [Iio_mem_nhds h] with z hz
      exact if_pos hz
    · refine ⟨(hp x h).congr_deriv (if_neg (not_lt.mpr (le_of_lt h))).symm, ?_, by ring⟩
      refine (((hp x h).const_mul (-k)).congr_deriv (by ring)).congr_of_eventuallyEq ?_
      filter_upwards [Ioi_mem_nhds h] with z hz
      exact if_neg (not_lt.mpr (le_of_lt hz))
  · refine (lim k _).congr' ?_
    filter_upwards [self_mem_nhdsWithin] with z hz
    exact (if_pos hz).symm
  · refine (lim (-k) _).congr' ?_
    filter_upwards [self_mem_nhdsWithin] with z hz
    exact (if_neg (not_lt.mpr (le_of_lt hz))).symm
  · have h := (abs_moment (c := 2 * k) (by positivity) 0).2
    simp only [pow_zero, one_mul, Nat.factorial_zero, Nat.cast_one, zero_add, pow_one,
      mul_one] at h
    simp only [fun x => (densities hk x).1]
    rw [integral_const_mul, h]
    field_simp

/-- For `k > 0`, the response is odd, continuously differentiable and zero at the origin, and
solves the Sternheimer equation `(H - E₀) ψ₁ = -x ψ₀` of the delta well. -/
theorem response_solves {k : ℝ} (hk : 0 < k) :
    (∀ x, response k (-x) = -response k x) ∧ ContDiff ℝ 1 (response k) ∧
    response k 0 = 0 ∧
    SolvesDeltaWell k (-k ^ 2 / 2) (fun x => -x * groundState k x) (response k) := by
  have hc : Continuous (response k) := by unfold response; fun_prop
  have hc' : Continuous (responseSlope k) := by unfold responseSlope; fun_prop
  have h0 : response k 0 = 0 := by simp [response]
  have key : ∀ y ≠ 0, HasDerivAt (response k) (responseSlope k y) y := by
    intro y hy
    obtain ⟨s, h, hs⟩ := abs_slope hy
    have hP := (hasDerivAt_id' y).fun_mul ((h.const_mul k).const_add 1)
    refine ((hP.const_mul (-(√k / (2 * k ^ 2)))).fun_mul
      (h.const_mul k).fun_neg.exp).congr_deriv ?_
    unfold responseSlope
    rcases hs with ⟨rfl, ha⟩ | ⟨rfl, ha⟩ <;> simp only [ha] <;> ring
  -- the slope is continuous, so the derivative formula extends to the origin
  have all : ∀ y, HasDerivAt (response k) (responseSlope k y) y := by
    intro y
    by_cases hy : y = 0
    · subst hy
      exact hasDerivAt_of_hasDerivAt_of_ne key hc.continuousAt hc'.continuousAt
    · exact key y hy
  refine ⟨fun x => by simp only [response, abs_neg]; ring, ?_, h0, hc, responseSlope k,
    fun x => √k / (2 * k ^ 2) * (3 * k ^ 2 * x - k ^ 3 * (x * |x|)) * Real.exp (-(k * |x|)),
    fun x hx => ⟨all x, ?_, ?_⟩, responseSlope k 0, responseSlope k 0,
    (hc'.tendsto 0).mono_left nhdsWithin_le_nhds,
    (hc'.tendsto 0).mono_left nhdsWithin_le_nhds, by rw [h0]; ring⟩
  · rw [contDiff_one_iff_deriv]
    refine ⟨fun x => (all x).differentiableAt, ?_⟩
    rw [show deriv (response k) = responseSlope k from funext fun x => (all x).deriv]
    exact hc'
  · obtain ⟨s, h, hs⟩ := abs_slope hx
    have h2 : HasDerivAt (fun z : ℝ => z ^ 2) (2 * x) x := by simpa using hasDerivAt_pow 2 x
    have hQ := ((h.const_mul k).const_add 1).fun_sub (h2.const_mul (k ^ 2))
    refine ((hQ.const_mul (-(√k / (2 * k ^ 2)))).fun_mul
      (h.const_mul k).fun_neg.exp).congr_deriv ?_
    rcases hs with ⟨rfl, ha⟩ | ⟨rfl, ha⟩ <;> simp only [ha] <;> ring
  · have hA : √k = 2 * k ^ 2 * (√k / (2 * k ^ 2)) := by field_simp
    simp only [response, groundState]
    linear_combination (x * Real.exp (-(k * |x|))) * hA

/-- For `k > 0`, the first-order energy `∫ x ψ₀²` and the overlap `∫ ψ₀ ψ₁` both vanish,
with integrable integrands. -/
theorem first_order_energy_and_overlap {k : ℝ} (hk : 0 < k) :
    (Integrable (fun x : ℝ => x * groundState k x ^ 2) ∧
      ∫ x : ℝ, x * groundState k x ^ 2 = 0) ∧
    (Integrable (fun x : ℝ => groundState k x * response k x) ∧
      ∫ x : ℝ, groundState k x * response k x = 0) := by
  obtain ⟨i0, v0⟩ := odd_moment (c := 2 * k) (by positivity) 0
  obtain ⟨i1, v1⟩ := odd_moment (c := 2 * k) (by positivity) 1
  have e0 : (fun x : ℝ => x * groundState k x ^ 2) =
      fun x => k * (x * |x| ^ 0 * Real.exp (-(2 * k * |x|))) := by
    funext x
    rw [(densities hk x).1]
    ring
  have e1 : (fun x : ℝ => groundState k x * response k x) =
      fun x => -(1 / (2 * k)) * (x * |x| ^ 0 * Real.exp (-(2 * k * |x|)) +
        k * (x * |x| ^ 1 * Real.exp (-(2 * k * |x|)))) := by
    funext x
    rw [(densities hk x).2]
    ring
  rw [e0, e1]
  refine ⟨⟨i0.const_mul k, ?_⟩, (i0.add (i1.const_mul k)).const_mul _, ?_⟩
  · rw [integral_const_mul, v0, mul_zero]
  · rw [integral_const_mul, integral_add i0 (i1.const_mul k), integral_const_mul, v0, v1]
    ring

/-- The polarizability of a delta well of strength `k > 0` is `5 / (4 k⁴)`. -/
theorem polarizability_eq {k : ℝ} (hk : 0 < k) : polarizability k = 5 / (4 * k ^ 4) := by
  obtain ⟨i2, v2⟩ := abs_moment (c := 2 * k) (by positivity) 2
  obtain ⟨i3, v3⟩ := abs_moment (c := 2 * k) (by positivity) 3
  -- the integrand is a combination of the second and third moments
  have e : (fun x : ℝ => x * groundState k x * response k x) =
      fun x => -(1 / (2 * k)) * (|x| ^ 2 * Real.exp (-(2 * k * |x|)) +
        k * (|x| ^ 3 * Real.exp (-(2 * k * |x|)))) := by
    funext x
    have h3 : |x| ^ 3 = x ^ 2 * |x| := by
      rw [← sq_abs x]
      ring
    rw [mul_assoc, (densities hk x).2, h3, sq_abs]
    ring
  have f2 : ((Nat.factorial 2 : ℕ) : ℝ) = 2 := by norm_num [Nat.factorial]
  have f3 : ((Nat.factorial 3 : ℕ) : ℝ) = 6 := by norm_num [Nat.factorial]
  unfold polarizability
  rw [e, integral_const_mul, integral_add i2 (i3.const_mul k), integral_const_mul,
    v2, v3, f2, f3]
  field_simp
  ring

/-- In the well of unit strength, with `ψ₀ = exp(-|x|)` and
`ψ₁ = -(x/2)(1 + |x|) exp(-|x|)`, the polarizability `-2 ∫ x ψ₀ ψ₁ dx` is `5/4`. -/
theorem unit_well_polarizability :
    -2 * ∫ x : ℝ, x * Real.exp (-|x|) * (-(x / 2) * (1 + |x|) * Real.exp (-|x|)) = 5 / 4 := by
  have h := polarizability_eq one_pos
  have h0 : ∀ x, groundState 1 x = Real.exp (-|x|) := fun x => by simp [groundState]
  have h1 : ∀ x, response 1 x = -(x / 2) * (1 + |x|) * Real.exp (-|x|) := fun x => by
    simp only [response, Real.sqrt_one, one_mul, one_pow]
    ring
  unfold polarizability at h
  simp only [h0, h1] at h
  rw [h]
  norm_num

end

end DeltaWellSternheimer
```

```lean
#print axioms DeltaWellSternheimer.groundState_solves
-- 'DeltaWellSternheimer.groundState_solves' depends on axioms: [propext, Classical.choice, Quot.sound]
#print axioms DeltaWellSternheimer.response_solves
-- 'DeltaWellSternheimer.response_solves' depends on axioms: [propext, Classical.choice, Quot.sound]
#print axioms DeltaWellSternheimer.first_order_energy_and_overlap
-- 'DeltaWellSternheimer.first_order_energy_and_overlap' depends on axioms: [propext, Classical.choice, Quot.sound]
#print axioms DeltaWellSternheimer.unit_well_polarizability
-- 'DeltaWellSternheimer.unit_well_polarizability' depends on axioms: [propext, Classical.choice, Quot.sound]
```

## From exponential moments to the polarizability

`abs_moment` obtains the half-line integral from the Gamma function and doubles it by symmetry. Lean gives a non-integrable function the integral zero, so the positive value also proves integrability; for the vanishing integrals, integrability has to be shown separately. `odd_moment` does this by comparison with an absolute moment, and then uses the reflection $x\mapsto-x$ to show that the integral equals its own negative. `densities` multiplies out $\psi_0^2$ and $\psi_0\psi_1$, using $\sqrt k\sqrt k=k$.

In `groundState_solves`, the facts `hn` and `hp` are the slopes $k\psi_0$ on the left and $-k\psi_0$ on the right. They are joined into one piecewise function, whose limits at the origin give the jump. The norm is the zeroth moment.

In `response_solves`, `abs_slope` supplies the derivative of $|x|$ on either side, and `key` applies the product rule to get $\psi_1'$ for $x\ne0$. Both $\psi_1$ and the formula for its slope are continuous, so `hasDerivAt_of_hasDerivAt_of_ne` extends the derivative to the origin. This yields continuous differentiability and equal one-sided slopes. A second product rule gives $\psi_1''$, and `linear_combination` carries out the substitution into the Sternheimer equation.

The first-order energy and the overlap reduce to the vanishing integrals of `odd_moment`. `polarizability_eq` rewrites its integrand through the second and third absolute moments, inserts $2!=2$ and $3!=6$, and simplifies the fractions as above.

## The same linear equation in density functional perturbation theory

This is the Sternheimer step of density functional perturbation theory, reduced to one non-interacting electron in one dimension. In a calculation on a molecule, each occupied orbital $\psi_i$ with energy $\varepsilon_i$ has an equation

$$(H-\varepsilon_i)\,\Delta\psi_i=-P_c\,\Delta V\,\psi_i,$$

where $\Delta\psi_i$ is the part of the orbital's response outside the space of the occupied orbitals, $\Delta V$ is the first-order potential and $P_c$ projects out the occupied orbitals. It is commonly solved iteratively, for example by conjugate gradients, without computing the empty states. The responses give a first-order density, which changes the Hartree and exchange-correlation parts of $\Delta V$, and the cycle repeats until it is self-consistent.

In the delta well $\Delta V$ is just $x$, and $P_c$ leaves $x\psi_0$ unchanged because $E_1=0$. One solve is therefore enough, and its overlap with $x\psi_0$, multiplied by $-2$, is the polarizability.
